# At a first-order saddle with overdamped dynamics, an unstable coordinate never underestimates the growth rate

Near the saddle of the planar energy $\tfrac12(-q_1^2+q_2^2)$, overdamped motion with unit mobility grows along $q_1$ at rate $1$, but a one-dimensional description in the tilted coordinate $q_1+s\,q_2$, with $|s|<1$ and the energy minimised at each fixed value of this coordinate, gives the rate $(1+s^2)/(1-s^2)$, which is at least $1$, with equality only for $s=0$. The theorems below establish the same inequality for any finite number of degrees of freedom and any constant, symmetric, positive definite mobility matrix, for linear coordinates whose coefficient vector gives the quadratic form of the inverse Hessian a negative value.

```lean
import Mathlib

open Matrix

namespace ReactionCoordinateQuality

noncomputable section

variable {n : Type*} [Fintype n] [DecidableEq n] {D H : Matrix n n ℝ} {x : ℝ}

/-- The Hessian of a first-order saddle: symmetric, invertible, with exactly one negative
eigenvalue, counted with multiplicity. -/
def IsSaddle (H : Matrix n n ℝ) : Prop :=
  ∃ hH : H.IsHermitian, IsUnit H.det ∧ ∃! i, hH.eigenvalues i < 0

/-- `x` is a positive eigenvalue of `-DH`, the matrix of the linearised overdamped dynamics. -/
def IsEscapeRate (D H : Matrix n n ℝ) (x : ℝ) : Prop :=
  0 < x ∧ ∃ v : n → ℝ, v ≠ 0 ∧ (-(D * H)) *ᵥ v = x • v

/-- The one-dimensional growth rate along the coordinate `e`, for invertible `H` and
`⟨e, H⁻¹ e⟩ ≠ 0`. -/
def coordRate (D H : Matrix n n ℝ) (e : n → ℝ) : ℝ :=
  -(e ⬝ᵥ D *ᵥ e) / (e ⬝ᵥ H⁻¹ *ᵥ e)

/-- The `i`-th normalised eigenvector of a symmetric matrix. -/
def normalMode (hH : H.IsHermitian) (i : n) : n → ℝ := (hH.eigenvectorBasis i).ofLp

omit [DecidableEq n] in
/-- A real symmetric matrix defines a symmetric bilinear form. -/
theorem form_symm (hH : H.IsHermitian) (y z : n → ℝ) :
    y ⬝ᵥ H *ᵥ z = z ⬝ᵥ H *ᵥ y := by
  have hT : Hᵀ = H := by
    ext i j
    simpa using hH.apply i j
  rw [Matrix.dotProduct_mulVec y, ← Matrix.mulVec_transpose, hT, dotProduct_comm]

/-- The bilinear form of a symmetric matrix is a sum over its normal modes. -/
theorem form_eq_sum_modes (hH : H.IsHermitian) (y z : n → ℝ) :
    y ⬝ᵥ H *ᵥ z = ∑ i, hH.eigenvalues i *
      ((normalMode hH i ⬝ᵥ y) * (normalMode hH i ⬝ᵥ z)) := by
  have h := hH.eigenvectorBasis.sum_inner_mul_inner (WithLp.toLp 2 y) (WithLp.toLp 2 (H *ᵥ z))
  simp only [EuclideanSpace.inner_eq_star_dotProduct, star_trivial] at h
  rw [dotProduct_comm, ← h]
  refine Finset.sum_congr rfl fun i _ => ?_
  have hm : H *ᵥ normalMode hH i = hH.eigenvalues i • normalMode hH i :=
    hH.mulVec_eigenvectorBasis i
  have h2 : (H *ᵥ z) ⬝ᵥ normalMode hH i
      = hH.eigenvalues i * (normalMode hH i ⬝ᵥ z) := by
    rw [dotProduct_comm, form_symm hH, hm, dotProduct_smul, smul_eq_mul, dotProduct_comm z]
  change (normalMode hH i ⬝ᵥ y) * ((H *ᵥ z) ⬝ᵥ normalMode hH i) = _
  rw [h2]
  ring

omit [DecidableEq n] in
/-- For two directions conjugate with respect to a symmetric matrix, the quadratic form of a
combination has no cross term. -/
theorem form_conjugate (hH : H.IsHermitian) {p w : n → ℝ} (h : w ⬝ᵥ H *ᵥ p = 0) (a b : ℝ) :
    (a • p + b • w) ⬝ᵥ H *ᵥ (a • p + b • w)
      = a ^ 2 * (p ⬝ᵥ H *ᵥ p) + b ^ 2 * (w ⬝ᵥ H *ᵥ w) := by
  have h' : p ⬝ᵥ H *ᵥ w = 0 := by rw [form_symm hH, h]
  simp only [Matrix.mulVec_add, Matrix.mulVec_smul, dotProduct_add, add_dotProduct,
    smul_dotProduct, dotProduct_smul, smul_eq_mul, h, h']
  ring

/-- At a saddle, a direction conjugate under `H⁻¹` to one with negative `H⁻¹` form has a
nonnegative `H⁻¹` form. -/
theorem inverse_form_nonneg (hH : IsSaddle H) {p w : n → ℝ}
    (hp : p ⬝ᵥ H⁻¹ *ᵥ p < 0) (hpw : w ⬝ᵥ H⁻¹ *ᵥ p = 0) : 0 ≤ w ⬝ᵥ H⁻¹ *ᵥ w := by
  obtain ⟨hS, hdet, i, hi, huniq⟩ := hH
  have hi' : hS.eigenvalues i < 0 := hi
  -- the form is nonnegative on the complement of the unstable mode
  have hu : ∀ z, normalMode hS i ⬝ᵥ z = 0 → 0 ≤ z ⬝ᵥ H⁻¹ *ᵥ z := by
    intro z hz
    obtain ⟨y, hy⟩ : ∃ y, y = H⁻¹ *ᵥ z := ⟨_, rfl⟩
    have hHy : H *ᵥ y = z := by
      rw [hy, Matrix.mulVec_mulVec, Matrix.mul_nonsing_inv _ hdet, Matrix.one_mulVec]
    have hm : H *ᵥ normalMode hS i = hS.eigenvalues i • normalMode hS i :=
      hS.mulVec_eigenvectorBasis i
    have h0 : normalMode hS i ⬝ᵥ y = 0 := by
      rw [← hHy, form_symm hS, hm, dotProduct_smul, smul_eq_mul, dotProduct_comm] at hz
      exact (mul_eq_zero.mp hz).resolve_left hi'.ne
    rw [← hy, dotProduct_comm, ← hHy, form_eq_sum_modes hS]
    refine Finset.sum_nonneg fun j _ => ?_
    by_cases hj : j = i
    · rw [hj, h0]
      simp
    · exact mul_nonneg (not_lt.mp fun h => hj (huniq j h)) (mul_self_nonneg _)
  by_contra hw
  have hw' := not_le.mp hw
  have hup : normalMode hS i ⬝ᵥ p ≠ 0 := fun h => absurd (hu p h) (not_le_of_gt hp)
  -- a combination of `p` and `w` lies in that complement, but would have a negative form
  have hz := hu ((normalMode hS i ⬝ᵥ w) • p + (-(normalMode hS i ⬝ᵥ p)) • w) (by
    simp only [dotProduct_add, dotProduct_smul, smul_eq_mul]
    ring)
  rw [form_conjugate hS.inv hpw, neg_sq] at hz
  have h1 := mul_neg_of_pos_of_neg (pow_pos (abs_pos.mpr hup) 2) hw'
  rw [sq_abs] at h1
  have h2 := mul_nonneg (sq_nonneg (normalMode hS i ⬝ᵥ w)) (neg_nonneg.mpr hp.le)
  linarith

omit [DecidableEq n] in
/-- A positive definite matrix has a positive quadratic form on nonzero real vectors. -/
theorem diffusion_pos (hD : D.PosDef) {e : n → ℝ} (he : e ≠ 0) : 0 < e ⬝ᵥ D *ᵥ e := by
  simpa using hD.dotProduct_mulVec_pos he

/-- For positive definite `D`, a saddle `H` and an escape rate `x`, the form of `D + x H⁻¹` is
nonnegative, and it vanishes at `e` exactly when `H D e = -x e`. -/
theorem excess_form (hD : D.PosDef) (hH : IsSaddle H) (hx : IsEscapeRate D H x) (e : n → ℝ) :
    0 ≤ e ⬝ᵥ D *ᵥ e + x * (e ⬝ᵥ H⁻¹ *ᵥ e) ∧
    (e ⬝ᵥ D *ᵥ e + x * (e ⬝ᵥ H⁻¹ *ᵥ e) = 0 ↔ H *ᵥ (D *ᵥ e) = (-x) • e) := by
  obtain ⟨hx0, v, hv, hev⟩ := hx
  have hdet := hH.choose_spec.1
  have hDv : D *ᵥ (H *ᵥ v) = (-x) • v := by
    rw [Matrix.mulVec_mulVec, neg_smul, ← hev, Matrix.neg_mulVec, neg_neg]
  obtain ⟨p, hp⟩ : ∃ p, p = H *ᵥ v := ⟨_, rfl⟩
  rw [← hp] at hDv
  have hinv : H⁻¹ *ᵥ p = v := by
    rw [hp, Matrix.mulVec_mulVec, Matrix.nonsing_inv_mul _ hdet, Matrix.one_mulVec]
  have hp0 : p ≠ 0 := by
    intro h
    rw [h, Matrix.mulVec_zero] at hinv
    exact hv hinv.symm
  have hq : p ⬝ᵥ v < 0 := by
    have h := diffusion_pos hD hp0
    rw [hDv, dotProduct_smul, smul_eq_mul] at h
    nlinarith
  -- split off the optimal coordinate p
  obtain ⟨a, w, hwv, he⟩ : ∃ (a : ℝ) (w : n → ℝ), w ⬝ᵥ v = 0 ∧ e = a • p + (1 : ℝ) • w := by
    refine ⟨(e ⬝ᵥ v) / (p ⬝ᵥ v), e - ((e ⬝ᵥ v) / (p ⬝ᵥ v)) • p, ?_, by module⟩
    rw [sub_dotProduct, smul_dotProduct, smul_eq_mul, div_mul_cancel₀ _ hq.ne, sub_self]
  have hwD : w ⬝ᵥ D *ᵥ p = 0 := by rw [hDv, dotProduct_smul, hwv, smul_zero]
  have hwH : w ⬝ᵥ H⁻¹ *ᵥ p = 0 := by rw [hinv, hwv]
  have hw := mul_nonneg hx0.le (inverse_form_nonneg hH (by rw [hinv]; exact hq) hwH)
  have key : e ⬝ᵥ D *ᵥ e + x * (e ⬝ᵥ H⁻¹ *ᵥ e)
      = w ⬝ᵥ D *ᵥ w + x * (w ⬝ᵥ H⁻¹ *ᵥ w) := by
    rw [he, form_conjugate hD.isHermitian hwD, form_conjugate hH.choose.inv hwH, hDv, hinv,
      dotProduct_smul, smul_eq_mul]
    ring
  refine ⟨?_, fun h => ?_, fun h => ?_⟩
  · rw [key]
    by_cases h0 : w = 0
    · simp [h0]
    · linarith [diffusion_pos hD h0]
  · have h0 : w = 0 := by
      by_contra h0
      linarith [diffusion_pos hD h0]
    rw [he, h0, smul_zero, add_zero, Matrix.mulVec_smul, hDv, Matrix.mulVec_smul,
      Matrix.mulVec_smul, ← hp]
    exact smul_comm _ _ _
  · have h' : D *ᵥ e = (-x) • (H⁻¹ *ᵥ e) := by
      rw [← Matrix.mulVec_smul, ← h, Matrix.mulVec_mulVec, Matrix.nonsing_inv_mul _ hdet,
        Matrix.one_mulVec]
    rw [h', dotProduct_smul, smul_eq_mul]
    ring

/-- For positive definite `D` and a saddle `H`, every coordinate with `⟨e, H⁻¹ e⟩ < 0` has a
growth rate at least the escape rate `x`, with equality exactly when `H D e = -x e`; some such
coordinate attains `x`. -/
theorem escape_rate_variational (hD : D.PosDef) (hH : IsSaddle H) (hx : IsEscapeRate D H x) :
    (∃ e, e ⬝ᵥ H⁻¹ *ᵥ e < 0 ∧ coordRate D H e = x) ∧
    ∀ e, e ⬝ᵥ H⁻¹ *ᵥ e < 0 →
      x ≤ coordRate D H e ∧ (coordRate D H e = x ↔ H *ᵥ (D *ᵥ e) = (-x) • e) := by
  have main : ∀ e, e ⬝ᵥ H⁻¹ *ᵥ e < 0 →
      x ≤ coordRate D H e ∧ (coordRate D H e = x ↔ H *ᵥ (D *ᵥ e) = (-x) • e) := by
    intro e he
    obtain ⟨h1, h2⟩ := excess_form hD hH hx e
    refine ⟨?_, ?_⟩
    · rw [coordRate, le_div_iff_of_neg he]
      linarith
    · rw [← h2, coordRate, div_eq_iff he.ne]
      constructor <;> intro h <;> linarith
  refine ⟨?_, main⟩
  obtain ⟨hx0, v, hv, hev⟩ := id hx
  have hDv : D *ᵥ (H *ᵥ v) = (-x) • v := by
    rw [Matrix.mulVec_mulVec, neg_smul, ← hev, Matrix.neg_mulVec, neg_neg]
  have hp0 : H *ᵥ v ≠ 0 := by
    intro h
    rw [h, Matrix.mulVec_zero] at hDv
    exact (smul_ne_zero (neg_ne_zero.mpr hx0.ne') hv) hDv.symm
  have hopt : H *ᵥ (D *ᵥ (H *ᵥ v)) = (-x) • (H *ᵥ v) := by rw [hDv, Matrix.mulVec_smul]
  have hneg : (H *ᵥ v) ⬝ᵥ H⁻¹ *ᵥ (H *ᵥ v) < 0 := by
    have h := (excess_form hD hH hx (H *ᵥ v)).2.mpr hopt
    have hpos := diffusion_pos hD hp0
    nlinarith
  exact ⟨H *ᵥ v, hneg, (main _ hneg).2.mpr hopt⟩

/-- For positive definite `D` and a saddle `H`, the matrix `-DH` has exactly one positive
eigenvalue, as a number. -/
theorem existsUnique_escapeRate (hD : D.PosDef) (hH : IsSaddle H) :
    ∃! x, IsEscapeRate D H x := by
  have hex : ∃ x, IsEscapeRate D H x := by
    obtain ⟨hS, -, i, hi, -⟩ := id hH
    have hi' : hS.eigenvalues i < 0 := hi
    have mode_ne : ∀ {M : Matrix n n ℝ} (hM : M.IsHermitian) (k : n), normalMode hM k ≠ 0 := by
      intro M hM k h
      apply hM.eigenvectorBasis.orthonormal.ne_zero k
      ext l
      exact congrFun h l
    -- factor the mobility matrix `D` through its normal modes
    obtain ⟨B, hB⟩ : ∃ B : Matrix n n ℝ, Bᵀ * B = D := by
      refine ⟨Matrix.of fun k j => √(hD.isHermitian.eigenvalues k) *
        normalMode hD.isHermitian k j, ?_⟩
      ext j k
      have h := form_eq_sum_modes hD.isHermitian (Pi.single j 1) (Pi.single k 1)
      simp only [single_one_dotProduct, dotProduct_single_one, Matrix.mulVec_single_one,
        Matrix.col_apply] at h
      rw [h, Matrix.mul_apply]
      refine Finset.sum_congr rfl fun l _ => ?_
      simp only [Matrix.transpose_apply, Matrix.of_apply]
      linear_combination (normalMode hD.isHermitian l j * normalMode hD.isHermitian l k) *
        Real.mul_self_sqrt (hD.eigenvalues_pos l).le
    have hBdet : IsUnit (Bᵀ).det := by
      refine isUnit_iff_ne_zero.mpr fun h => ?_
      have hd := hD.det_pos
      rw [← hB, Matrix.det_mul, h, zero_mul] at hd
      exact lt_irrefl _ hd
    have hK : (B * H * Bᵀ).IsHermitian := by
      have hT : Hᵀ = H := by
        ext k l
        simpa using hS.apply k l
      rw [Matrix.IsHermitian, Matrix.conjTranspose_eq_transpose_of_trivial, Matrix.transpose_mul,
        Matrix.transpose_mul, Matrix.transpose_transpose, hT, Matrix.mul_assoc]
    -- the symmetrised Hessian keeps a negative eigenvalue
    obtain ⟨j, hj⟩ : ∃ j, hK.eigenvalues j < 0 := by
      by_contra hall
      obtain ⟨u, hu⟩ : ∃ u, u = normalMode hS i := ⟨_, rfl⟩
      have hm : H *ᵥ u = hS.eigenvalues i • u := by
        rw [hu]
        exact hS.mulVec_eigenvectorBasis i
      have huu : 0 < u ⬝ᵥ u := lt_of_le_of_ne
        (Finset.sum_nonneg fun k _ => mul_self_nonneg (u k))
        (Ne.symm (mt dotProduct_self_eq_zero.mp (hu ▸ mode_ne hS i)))
      obtain ⟨y, hy⟩ : ∃ y, Bᵀ *ᵥ y = u := ⟨(Bᵀ)⁻¹ *ᵥ u, by
        rw [Matrix.mulVec_mulVec, Matrix.mul_nonsing_inv _ hBdet, Matrix.one_mulVec]⟩
      have h1 : y ⬝ᵥ (B * H * Bᵀ) *ᵥ y = hS.eigenvalues i * (u ⬝ᵥ u) := by
        rw [← Matrix.mulVec_mulVec, ← Matrix.mulVec_mulVec, hy, Matrix.dotProduct_mulVec y,
          ← Matrix.mulVec_transpose, hy, hm, dotProduct_smul, smul_eq_mul]
      have h2 : 0 ≤ y ⬝ᵥ (B * H * Bᵀ) *ᵥ y := by
        rw [form_eq_sum_modes hK]
        exact Finset.sum_nonneg fun k _ =>
          mul_nonneg (not_lt.mp fun h => hall ⟨k, h⟩) (mul_self_nonneg _)
      linarith [mul_neg_of_neg_of_pos hi' huu]
    have hm : (B * H * Bᵀ) *ᵥ normalMode hK j = hK.eigenvalues j • normalMode hK j :=
      hK.mulVec_eigenvectorBasis j
    refine ⟨-hK.eigenvalues j, neg_pos.mpr hj, Bᵀ *ᵥ normalMode hK j, fun h => ?_, ?_⟩
    · rw [← Matrix.mulVec_mulVec, h, Matrix.mulVec_zero] at hm
      exact smul_ne_zero hj.ne (mode_ne hK j) hm.symm
    · have hass : D * H * Bᵀ = Bᵀ * (B * H * Bᵀ) := by
        rw [← hB]
        noncomm_ring
      rw [Matrix.neg_mulVec, Matrix.mulVec_mulVec, hass, ← Matrix.mulVec_mulVec, hm,
        Matrix.mulVec_smul, neg_smul]
  obtain ⟨x, hx⟩ := hex
  refine ⟨x, hx, fun y hy => ?_⟩
  -- both rates are the minimum of the same functional
  obtain ⟨⟨e, he, hex⟩, hxmin⟩ := escape_rate_variational hD hH hx
  obtain ⟨⟨f, hf, hfy⟩, hymin⟩ := escape_rate_variational hD hH hy
  exact le_antisymm (hex ▸ (hymin e he).1) (hfy ▸ (hxmin f hf).1)

end

end ReactionCoordinateQuality
```

```lean
#print axioms ReactionCoordinateQuality.escape_rate_variational
#print axioms ReactionCoordinateQuality.existsUnique_escapeRate
```

```
'ReactionCoordinateQuality.escape_rate_variational' depends on axioms: [propext, Classical.choice, Quot.sound]
'ReactionCoordinateQuality.existsUnique_escapeRate' depends on axioms: [propext, Classical.choice, Quot.sound]
```

## A coordinate's rate against the saddle's rate

Close to a saddle point, the mean overdamped motion obeys $\dot q=-DHq$, where $q$ is the displacement, $H$ the Hessian of the energy and $D$ the mobility matrix (the diffusion matrix divided by $k_BT$). If $-DHv=xv$ with $x>0$, a displacement along $v$ grows as $e^{xt}$.

Now follow only the linear coordinate $\xi=\langle e,q\rangle$. Its mobility is $\langle e,De\rangle$. Making the energy stationary at fixed $\xi$ gives $q=\xi H^{-1}e/\langle e,H^{-1}e\rangle$ and the energy $\tfrac12\xi^2/\langle e,H^{-1}e\rangle$. The curvature along $\xi$ is therefore $1/\langle e,H^{-1}e\rangle$, and the one-dimensional growth rate is

$$r(e)=-\frac{\langle e,De\rangle}{\langle e,H^{-1}e\rangle}.$$

The condition $\langle e,H^{-1}e\rangle<0$ says that the reduced energy has a maximum at the saddle, so that $\xi$ sees a barrier.

`escape_rate_variational` states that $r(e)\ge x$ for every such $e$, that equality holds exactly when $HDe=-xe$, and that some such $e$ attains $x$. `existsUnique_escapeRate` adds that $x$ exists and that its value is unique.

For linear coordinates at a harmonic saddle with constant mobility, this gives a criterion for choosing a collective variable in a simulation: of two unstable candidates, the one with the lower $r(e)$ has the smaller error in the growth rate.

## What the Lean definitions fix

The finite type `n` labels the degrees of freedom, `⬝ᵥ` is the dot product and `*ᵥ` applies a matrix to a vector. `D.PosDef` makes the mobility symmetric and positive definite, so every direction has friction and can move. `IsSaddle H` requires a symmetric, invertible Hessian with one negative eigenvalue: one unstable mode and no flat ones.

`IsEscapeRate D H x` means that $x$ is a positive eigenvalue of $-DH$. Despite its name, this is the growth rate at the saddle and not a thermal rate constant, which also contains a Boltzmann factor and the properties of the reactant well. `coordRate D H e` is $r(e)$.

The vector $e$ specifies a projection, not a direction of motion. Transposing $HDe=-xe$ gives $e^{T}(-DH)=x\,e^{T}$, so the best coordinate is a left eigenvector of $-DH$, whereas $v$ is a right eigenvector. With anisotropic mobility the two need not be parallel.

The hypotheses leave open the step from linear growth at the saddle to escape on the full energy surface, with its anharmonicity and thermal noise.

## Why no unstable coordinate gives a lower rate

**One unstable mode.** Let $u_j$ be the normalised eigenvectors of $H$, with eigenvalues $\lambda_j$, and let $i$ be the unstable index. Take $z$ with $\langle u_i,z\rangle=0$ and put $y=H^{-1}z$. Then $0=\langle u_i,Hy\rangle=\lambda_i\langle u_i,y\rangle$, so $\langle u_i,y\rangle=0$, and

$$\langle z,H^{-1}z\rangle=\langle y,Hy\rangle=\sum_{j\ne i}\lambda_j\langle u_j,y\rangle^2\ge 0.$$

Suppose next that $\langle p,H^{-1}p\rangle<0$ and $\langle w,H^{-1}p\rangle=0$. If $\langle w,H^{-1}w\rangle$ were also negative, consider $z=\langle u_i,w\rangle p-\langle u_i,p\rangle w$, which is orthogonal to $u_i$. The cross terms vanish, leaving

$$\langle z,H^{-1}z\rangle=\langle u_i,w\rangle^2\langle p,H^{-1}p\rangle+\langle u_i,p\rangle^2\langle w,H^{-1}w\rangle.$$

Here $\langle u_i,p\rangle\neq0$, since otherwise $p$ would have a nonnegative form. The right-hand side is then negative, a contradiction. This is `inverse_form_nonneg`; `form_conjugate` removes the cross terms.

**Splitting the coordinate.** Let $-DHv=xv$ and $p=Hv$. Then $p\ne0$, $H^{-1}p=v$ and $Dp=-xv$. From $0<\langle p,Dp\rangle=-x\langle p,v\rangle$ it follows that $\langle p,v\rangle<0$. Write $e=ap+w$ with $a=\langle e,v\rangle/\langle p,v\rangle$, so that $\langle w,v\rangle=0$. Both $\langle w,Dp\rangle$ and $\langle w,H^{-1}p\rangle$ vanish, and

$$\begin{aligned}\langle e,De\rangle+x\langle e,H^{-1}e\rangle&=a^2\bigl(-x\langle p,v\rangle+x\langle p,v\rangle\bigr)+\langle w,Dw\rangle+x\langle w,H^{-1}w\rangle\\&=\langle w,Dw\rangle+x\langle w,H^{-1}w\rangle\ \ge 0.\end{aligned}$$

Since $D$ is positive definite, the sum is zero only for $w=0$. Then $e=ap$ and $HDe=-axHv=-xe$. Conversely, $HDe=-xe$ gives $De=-xH^{-1}e$, and the sum vanishes. This is `excess_form`, where `key` records the displayed identity.

Dividing by $-\langle e,H^{-1}e\rangle>0$ gives $r(e)\ge x$ with the stated equality condition; in Lean, `le_div_iff_of_neg` handles the sign. The choice $e=p=Hv$ attains the bound.

**Existence and uniqueness.** Factor $D=B^TB$, taking as rows of $B$ the normalised eigenvectors of $D$ times the square roots of their eigenvalues. Since $\det D>0$, $B$ is invertible. The matrix $K=BHB^T$ is symmetric, and for $y$ with $B^Ty=u_i$,

$$\langle y,Ky\rangle=\langle u_i,Hu_i\rangle=\lambda_i<0.$$

Hence $K$ has an eigenvalue $\mu_j<0$, with $Kz=\mu_jz$ for some $z\neq0$. It follows that

$$DH(B^Tz)=B^TKz=\mu_jB^Tz,$$

and $B^Tz\ne0$, so $-\mu_j$ is a positive eigenvalue of $-DH$. Any two such eigenvalues are both the minimum of $r$ over the same set of coordinates, so they are equal; `le_antisymm` closes this argument.

## The mode expansion in Mathlib

For a symmetric matrix, Mathlib supplies `eigenvectorBasis`, an orthonormal basis, and `eigenvalues`, a function on the same index type `n`. A repeated eigenvalue occupies several indices, so `∃! i, hH.eigenvalues i < 0` counts multiplicity.

`form_eq_sum_modes` applies the basis identity `sum_inner_mul_inner` to $y$ and $Hz$, and obtains $\langle y,Hz\rangle=\sum_j\lambda_j\langle u_j,y\rangle\langle u_j,z\rangle$. This expansion gives the sign of the form away from the unstable mode, the factorisation of $D$ and the negative eigenvalue of $K$.

## One dimension and the tilted plane

With one degree of freedom, $H=-k$ and $D=d$ with $k,d>0$, every nonzero $e$ gives $r(e)=dk=x$: there is no poor coordinate to choose.

In the opening example, $e=(1,s)$, $\langle e,De\rangle=1+s^2$ and $\langle e,H^{-1}e\rangle=-1+s^2$. With $x=1$ their sum is $2s^2$, the contribution of the stable component $w=(0,s)$. As $|s|\to1$ the barrier along $\xi$ becomes infinitely sharp and $r(e)$ diverges, although the motion at the saddle is unchanged.
